# The infimum and supremum of a Fano profile with complex q are the eigenvalues of a 2 × 2 matrix

For a complex asymmetry parameter q, the profile f(e) = |q + e|²/(1 + e²) on the real line of reduced energies e has an infimum m and a supremum M equal to the two eigenvalues of the real symmetric matrix with rows (1, Re q) and (Re q, |q|²). They obey m + M = 1 + |q|² and mM = (Im q)², and the zero of the real Fano profile is filled in, m > 0, exactly when Im q ≠ 0.

```lean
import Mathlib

open Matrix Filter Topology

namespace ComplexFanoProfile

noncomputable section

/-- Fano line shape with complex asymmetry parameter `q` at reduced energy `e`. -/
def fano (q : ℂ) (e : ℝ) : ℝ := ‖q + e‖ ^ 2 / (1 + e ^ 2)

/-- The real symmetric matrix `[[1, Re q], [Re q, |q|²]]`. -/
def fanoMatrix (q : ℂ) : Matrix (Fin 2) (Fin 2) ℝ := !![1, q.re; q.re, ‖q‖ ^ 2]

/-- The number `m = (1 + |q|² - |1 + q²|) / 2`. -/
def fanoMin (q : ℂ) : ℝ := (1 + ‖q‖ ^ 2 - ‖1 + q ^ 2‖) / 2

/-- The number `M = (1 + |q|² + |1 + q²|) / 2`. -/
def fanoMax (q : ℂ) : ℝ := (1 + ‖q‖ ^ 2 + ‖1 + q ^ 2‖) / 2

/-- The profile with its numerator expanded in powers of the reduced energy. -/
theorem fano_eq (q : ℂ) (e : ℝ) :
    fano q e = (e ^ 2 + 2 * q.re * e + ‖q‖ ^ 2) / (1 + e ^ 2) := by
  have h : ‖q + e‖ ^ 2 = e ^ 2 + 2 * q.re * e + ‖q‖ ^ 2 := by
    simp only [Complex.sq_norm, Complex.normSq_apply, Complex.add_re, Complex.add_im,
      Complex.ofReal_re, Complex.ofReal_im]
    ring
  rw [fano, h]

/-- The profile is the Rayleigh quotient of the matrix at the vector `(e, 1)`. -/
theorem fano_rayleigh (q : ℂ) (e : ℝ) :
    fano q e = (![e, 1] ⬝ᵥ fanoMatrix q *ᵥ ![e, 1]) / (![e, 1] ⬝ᵥ ![e, 1]) := by
  have h1 : ![e, 1] ⬝ᵥ fanoMatrix q *ᵥ ![e, 1] = e ^ 2 + 2 * q.re * e + ‖q‖ ^ 2 := by
    simp [fanoMatrix, dotProduct, Matrix.mulVec, Fin.sum_univ_two]
    ring
  have h2 : ![e, 1] ⬝ᵥ ![e, 1] = 1 + e ^ 2 := by
    simp [dotProduct, Fin.sum_univ_two]
    ring
  rw [fano_eq, h1, h2]

/-- `|1 + q²|² = (|q|² - 1)² + 4 (Re q)²`. -/
theorem gap_sq (q : ℂ) : ‖1 + q ^ 2‖ ^ 2 = (‖q‖ ^ 2 - 1) ^ 2 + 4 * q.re ^ 2 := by
  simp only [Complex.sq_norm, Complex.normSq_apply]
  simp [pow_two]
  ring

/-- `m + M = 1 + |q|²` and `m M = (Im q)²`. -/
theorem sum_and_product (q : ℂ) :
    fanoMin q + fanoMax q = 1 + ‖q‖ ^ 2 ∧ fanoMin q * fanoMax q = q.im ^ 2 := by
  have hN : ‖q‖ ^ 2 = q.re ^ 2 + q.im ^ 2 := by
    rw [Complex.sq_norm, Complex.normSq_apply]; ring
  unfold fanoMin fanoMax
  exact ⟨by ring, by linear_combination (-1 / 4) * gap_sq q + hN⟩

/-- At every reduced energy the profile lies between `m` and `M`. -/
theorem fano_bounds (q : ℂ) (e : ℝ) : fanoMin q ≤ fano q e ∧ fano q e ≤ fanoMax q := by
  have hpos : 0 < 1 + e ^ 2 := by positivity
  -- two-square identity for the deviation from the mean value
  have hid : (‖1 + q ^ 2‖ * (1 + e ^ 2)) ^ 2
      = ((‖q‖ ^ 2 - 1) * (1 - e ^ 2) + 4 * q.re * e) ^ 2
        + (2 * (‖q‖ ^ 2 - 1) * e - 2 * q.re * (1 - e ^ 2)) ^ 2 := by
    linear_combination (1 + e ^ 2) ^ 2 * gap_sq q
  have hsq : ((‖q‖ ^ 2 - 1) * (1 - e ^ 2) + 4 * q.re * e) ^ 2
      ≤ (‖1 + q ^ 2‖ * (1 + e ^ 2)) ^ 2 := by
    rw [hid]; exact le_add_of_nonneg_right (sq_nonneg _)
  have hb : 0 ≤ ‖1 + q ^ 2‖ * (1 + e ^ 2) := by positivity
  have habs := sq_le_sq.mp hsq
  rw [abs_of_nonneg hb, abs_le] at habs
  rw [fano_eq, le_div_iff₀ hpos, div_le_iff₀ hpos]
  unfold fanoMin fanoMax
  exact ⟨by nlinarith [habs.1], by nlinarith [habs.2]⟩

/-- The profile tends to `1` as the reduced energy tends to `+∞`. -/
theorem fano_tendsto_one (q : ℂ) : Tendsto (fano q) atTop (𝓝 1) := by
  -- in the variable t = 1/e the profile is continuous at t = 0
  have hg : Continuous fun t : ℝ => (1 + 2 * q.re * t + ‖q‖ ^ 2 * t ^ 2) / (1 + t ^ 2) :=
    Continuous.div (by fun_prop) (by fun_prop) (fun t => by positivity)
  have h := (hg.tendsto' 0 1 (by norm_num)).comp tendsto_inv_atTop_zero
  refine h.congr' ?_
  filter_upwards [eventually_gt_atTop 0] with e he
  show (1 + 2 * q.re * e⁻¹ + ‖q‖ ^ 2 * e⁻¹ ^ 2) / (1 + e⁻¹ ^ 2) = fano q e
  have hy : e * e⁻¹ = 1 := mul_inv_cancel₀ he.ne'
  generalize e⁻¹ = t at hy ⊢
  rw [fano_eq, div_eq_div_iff (by positivity) (by positivity)]
  linear_combination ((‖q‖ ^ 2 - 1) * (e * t + 1) + 2 * q.re * (e - t)) * hy

/-- If `μ` is `m` or `M` and differs from `1`, the profile takes the value `μ` at the
reduced energy `Re q / (μ - 1)`. -/
theorem fano_attains (q : ℂ) (μ : ℝ) (h : μ = fanoMin q ∨ μ = fanoMax q) (h1 : μ ≠ 1) :
    fano q (q.re / (μ - 1)) = μ := by
  have hne : μ - 1 ≠ 0 := sub_ne_zero.mpr h1
  have hsec : (μ - 1) * (μ - ‖q‖ ^ 2) = q.re ^ 2 := by
    rcases h with h | h
    · rw [h, fanoMin]; linear_combination (1 / 4) * gap_sq q
    · rw [h, fanoMax]; linear_combination (1 / 4) * gap_sq q
  have he : q.re / (μ - 1) * (μ - 1) = q.re := div_mul_cancel₀ _ hne
  generalize q.re / (μ - 1) = e at he ⊢
  -- `he` and `h2` are the two rows of the eigenvalue equation for (e, 1)
  have h2 : q.re * e + ‖q‖ ^ 2 = μ :=
    mul_right_cancel₀ hne (by linear_combination q.re * he - hsec)
  rw [fano_eq, div_eq_iff (by positivity)]
  linear_combination h2 - e * he

/-- `m` is the infimum and `M` the supremum of the profile over all real reduced energies. -/
theorem fano_isGLB_isLUB (q : ℂ) :
    IsGLB (Set.range (fano q)) (fanoMin q) ∧ IsLUB (Set.range (fano q)) (fanoMax q) := by
  -- each bound is either attained or equal to the limit 1
  have hcl : ∀ μ, μ = fanoMin q ∨ μ = fanoMax q → μ ∈ closure (Set.range (fano q)) := by
    intro μ h
    by_cases h1 : μ = 1
    · rw [h1]
      exact mem_closure_of_tendsto (fano_tendsto_one q)
        (Eventually.of_forall fun e => Set.mem_range_self e)
    · exact subset_closure ⟨_, fano_attains q μ h h1⟩
  refine ⟨⟨?_, fun b hb => ?_⟩, ⟨?_, fun b hb => ?_⟩⟩
  · rintro _ ⟨e, rfl⟩
    exact (fano_bounds q e).1
  · have hs : Set.range (fano q) ⊆ Set.Ici b := fun x hx => hb hx
    exact closure_minimal hs isClosed_Ici (hcl _ (Or.inl rfl))
  · rintro _ ⟨e, rfl⟩
    exact (fano_bounds q e).2
  · have hs : Set.range (fano q) ⊆ Set.Iic b := fun x hx => hb hx
    exact closure_minimal hs isClosed_Iic (hcl _ (Or.inr rfl))

/-- The infimum `m` and supremum `M` of the profile are the roots of the secular determinant
and the eigenvalues of `[[1, Re q], [Re q, |q|²]]`. They obey `m + M = 1 + |q|²` and
`m M = (Im q)²`, and `m > 0` exactly when `Im q ≠ 0`. -/
theorem fano_extrema_eigenvalues (q : ℂ) :
    IsGLB (Set.range (fano q)) (fanoMin q) ∧ IsLUB (Set.range (fano q)) (fanoMax q) ∧
    (∀ μ : ℝ, (fanoMatrix q - μ • (1 : Matrix (Fin 2) (Fin 2) ℝ)).det
      = (μ - fanoMin q) * (μ - fanoMax q)) ∧
    (∀ μ : ℝ, (∃ v ≠ 0, fanoMatrix q *ᵥ v = μ • v) ↔ μ = fanoMin q ∨ μ = fanoMax q) ∧
    fanoMin q + fanoMax q = 1 + ‖q‖ ^ 2 ∧ fanoMin q * fanoMax q = q.im ^ 2 ∧
    (0 < fanoMin q ↔ q.im ≠ 0) := by
  obtain ⟨hs, hp⟩ := sum_and_product q
  have hN : ‖q‖ ^ 2 = q.re ^ 2 + q.im ^ 2 := by
    rw [Complex.sq_norm, Complex.normSq_apply]; ring
  have hdet : ∀ μ : ℝ, (fanoMatrix q - μ • (1 : Matrix (Fin 2) (Fin 2) ℝ)).det
      = (μ - fanoMin q) * (μ - fanoMax q) := by
    intro μ
    have hA : fanoMatrix q - μ • (1 : Matrix (Fin 2) (Fin 2) ℝ)
        = !![1 - μ, q.re; q.re, ‖q‖ ^ 2 - μ] := by
      ext i j
      fin_cases i <;> fin_cases j <;> simp [fanoMatrix]
    rw [hA, Matrix.det_fin_two_of]
    linear_combination μ * hs - hp + hN
  have hM : 0 < fanoMax q := by unfold fanoMax; positivity
  refine ⟨(fano_isGLB_isLUB q).1, (fano_isGLB_isLUB q).2, hdet, fun μ => ?_, hs, hp, ?_, ?_⟩
  · -- an eigenvector exists iff the secular determinant vanishes
    have hv : ∀ v : Fin 2 → ℝ, (fanoMatrix q - μ • (1 : Matrix (Fin 2) (Fin 2) ℝ)) *ᵥ v
        = fanoMatrix q *ᵥ v - μ • v := by
      intro v
      rw [Matrix.sub_mulVec, Matrix.smul_mulVec, Matrix.one_mulVec]
    have key : (∃ v ≠ 0, (fanoMatrix q - μ • (1 : Matrix (Fin 2) (Fin 2) ℝ)) *ᵥ v = 0) ↔
        (fanoMatrix q - μ • (1 : Matrix (Fin 2) (Fin 2) ℝ)).det = 0 :=
      Matrix.exists_mulVec_eq_zero_iff
    rw [hdet] at key
    simp only [hv, sub_eq_zero, mul_eq_zero] at key
    exact key
  · intro hm h0
    have := mul_pos hm hM
    rw [hp, h0] at this
    norm_num at this
  · intro h0
    have hb : 0 < q.im ^ 2 := by positivity
    by_contra hm
    nlinarith [mul_nonneg (neg_nonneg.mpr (not_lt.mp hm)) hM.le]

/-- For real `q = x`: `m = 0` and `M = 1 + x²`, the profile vanishes at `e = -x`, and for
`x ≠ 0` it equals `1 + x²` at `e = 1/x`. -/
theorem fano_real (x : ℝ) :
    fanoMin x = 0 ∧ fanoMax x = 1 + x ^ 2 ∧ fano x (-x) = 0 ∧
    (x ≠ 0 → fano x x⁻¹ = 1 + x ^ 2) := by
  have hn : ‖(x : ℂ)‖ ^ 2 = x ^ 2 := by rw [Complex.norm_real, Real.norm_eq_abs, sq_abs]
  have hg : ‖1 + (x : ℂ) ^ 2‖ = 1 + x ^ 2 := by
    have h : 1 + (x : ℂ) ^ 2 = ((1 + x ^ 2 : ℝ) : ℂ) := by norm_cast
    rw [h, Complex.norm_real, Real.norm_eq_abs, abs_of_pos (by positivity)]
  refine ⟨by rw [fanoMin, hn, hg]; ring, by rw [fanoMax, hn, hg]; ring, by simp [fano], ?_⟩
  intro hx
  have hy : x * x⁻¹ = 1 := mul_inv_cancel₀ hx
  generalize x⁻¹ = y at hy ⊢
  rw [fano_eq, hn, Complex.ofReal_re, div_eq_iff (by positivity)]
  linear_combination (1 - x * y) * hy

end

end ComplexFanoProfile
```

```lean
#print axioms ComplexFanoProfile.fano_rayleigh
-- 'ComplexFanoProfile.fano_rayleigh' depends on axioms: [propext, Classical.choice, Quot.sound]
#print axioms ComplexFanoProfile.fano_extrema_eigenvalues
-- 'ComplexFanoProfile.fano_extrema_eigenvalues' depends on axioms: [propext, Classical.choice, Quot.sound]
#print axioms ComplexFanoProfile.fano_real
-- 'ComplexFanoProfile.fano_real' depends on axioms: [propext, Classical.choice, Quot.sound]
```

## Floor and ceiling of the profile

Write a = Re q, b = Im q, N = |q|² = a² + b² and D = |1 + q²|. In the code these are `q.re`, `q.im`, `‖q‖ ^ 2` and `‖1 + q ^ 2‖`, the norm on ℂ being the modulus. The definition `fano q e` is f(e), with `q : ℂ` and `e : ℝ`; in `q + e` the real energy is read as a complex number with zero imaginary part. The definition `fanoMatrix q` is the matrix A, with rows and columns numbered 0 and 1:

A₀₀ = 1,  A₀₁ = A₁₀ = a,  A₁₁ = N

The definitions `fanoMin q` and `fanoMax q` are two explicit numbers, which receive their meaning only from the theorems:

m = (1 + N − D)/2,  M = (1 + N + D)/2

The main theorem `fano_extrema_eigenvalues` holds for every complex q with no hypothesis. Its first two clauses concern `Set.range (fano q)`, the set of values f(e) as e runs over all real numbers. `IsGLB` says that m lies below every value and that no larger number does; `IsLUB` says the same of M from above. Neither clause says that the bound is reached. The third clause factorises the secular determinant for every real μ, with 1 the unit matrix:

det(A − μ·1) = (μ − m)(μ − M)

The fourth clause says that `∃ v ≠ 0, fanoMatrix q *ᵥ v = μ • v` holds exactly when μ = m or μ = M, where v is a real two-component vector of arbitrary nonzero length. The remaining clauses are the sum, the product and the equivalence of m > 0 with b ≠ 0. That equivalence says more than that f has no root. It says that f stays above a fixed positive number on the whole line, tails included.

The lemma `fano_attains` adds where the bounds are reached: if μ is m or M and μ ≠ 1, then f equals μ at e = a/(μ − 1). The theorem `fano_real` takes q equal to a real number x and gives m = 0, M = 1 + x², f(−x) = 0, and f(1/x) = 1 + x² under the hypothesis `x ≠ 0`. At x = 0 the profile is e²/(1 + e²), whose supremum 1 is not a value, and Lean's convention 0⁻¹ = 0 would place the supposed maximum at the zero.

## Two paths into one continuum

A Fano profile describes a transition to a continuum state of energy E that can proceed directly or through a discrete state embedded in the continuum, as in photoabsorption across an autoionising level. With resonance energy E_r and full width Γ, the reduced energy is

e = (E − E_r)/(Γ/2)

and f is the cross section divided by that of the direct path alone. Since |e + i|² = 1 + e² for real e, f is the squared modulus of an amplitude with a direct and a resonant term:

(q + e)/(e + i) = 1 + (q − i)/(e + i)

The constant q sets the size and phase of the resonant term (q − i)/(e + i) relative to the direct term 1; at q = 0 the resonant term is still present. When q is real the two terms cancel completely at e = −q. A complex q models situations where the cancellation is incomplete, and the split

f(e) = (e + a)²/(1 + e²) + b²/(1 + e²)

shows it as a real profile with parameter a plus a Lorentzian of height b².

The file takes the line shape as a definition. The coupling of a discrete state to a continuum that produces it, and any mechanism that makes q complex, do not enter, so the result is a statement about the extrema of this function. The model has one isolated resonance, a q that does not depend on energy, a flat background scaled to 1, no instrumental broadening, and an energy axis unbounded in both directions, with no threshold. Within that single-resonance, constant-q model the result bears on line-shape fitting: the floor and ceiling relative to the background fix |q|² = m + M − 1 and |Im q| = √(mM), while leaving the signs of Re q and Im q open.

A purely imaginary q = ib shows why the statement uses infimum and supremum. Then A is diagonal with entries 1 and b², and f(e) = (e² + b²)/(1 + e²). For b² ≠ 1 the eigenvalue b² is the value at e = 0, while the eigenvalue 1 is only approached in the wings. For b² = 1 the profile is the constant 1 and m = M = 1. The amplitude, the Lorentzian split and this imaginary case are supplied as commentary and do not appear among the theorems above.

## The profile as a Rayleigh quotient

Since q + e = (a + e) + ib, the numerator is (a + e)² + b², which gives

f(e) = (e² + 2ae + N)/(1 + e²)

This is `fano_eq`, where the rewriting expresses the squared norm through real and imaginary parts and `ring` expands it. Let w be the vector with components w₀ = e and w₁ = 1, written `![e, 1]`. Then Aw has components e + a and ae + N, so

w·Aw = e(e + a) + (ae + N) = e² + 2ae + N,  w·w = 1 + e²

and f(e) = (w·Aw)/(w·w), which is `fano_rayleigh` with the two products as `h1` and `h2`. The vector w is not normalised. The unit vector u = (e, 1)/√(1 + e²) gives f(e) = u·Au, and as e runs over the real line u covers, up to sign, every direction in the plane except (1, 0). That direction, with u·Au = A₀₀ = 1, corresponds to infinite detuning. The Rayleigh form records the link to the matrix; the later lemmas work directly from `fano_eq`.

## The gap, the sum and the product

From q² = a² − b² + 2iab,

D² = (1 + a² − b²)² + 4a²b² = 1 + 2a² − 2b² + N²

using (a² − b²)² + 4a²b² = N². Expanding (N − 1)² + 4a² = N² − 2a² − 2b² + 1 + 4a² gives the same expression, so

D² = (N − 1)² + 4a²

This is `gap_sq`, and its right side is the discriminant of the characteristic polynomial of A. The sum m + M = 1 + N is immediate, and

mM = ((1 + N)² − D²)/4 = (4N − 4a²)/4 = b²

In `sum_and_product` the last line is `linear_combination (-1 / 4) * gap_sq q + hN`: the first term substitutes D², and `hN` is N = a² + b².

## A two-square identity bounds f

Subtract the mean of m and M from the expanded profile:

f(e) − (1 + N)/2 = X/(2(1 + e²)),  X = (N − 1)(1 − e²) + 4ae

For any reals r, s, y, z one has (r² + s²)(y² + z²) = (ry + sz)² + (rz − sy)². Take r = N − 1, s = 2a, y = 1 − e², z = 2e. Then r² + s² = D², y² + z² = (1 + e²)² and ry + sz = X, so

(D(1 + e²))² = X² + Y²,  Y = 2(N − 1)e − 2a(1 − e²)

Dropping Y² gives |X| ≤ D(1 + e²), hence |f(e) − (1 + N)/2| ≤ D/2, which is m ≤ f(e) ≤ M. In `fano_bounds`, `hid` is the identity, obtained as (1 + e²)² times `gap_sq q`; `hsq` drops the square; `habs` takes the root and becomes the pair of inequalities on X. After both sides are multiplied by the positive number 1 + e², `nlinarith` matches each bound with one of the pair.

## Reaching the bounds

For μ = (1 + N ± D)/2 one has μ − 1 = (±D + (N − 1))/2 and μ − N = (±D − (N − 1))/2, so

(μ − 1)(μ − N) = (D² − (N − 1)²)/4 = a²

which is `hsec` in `fano_attains`. For μ ≠ 1 put e = a/(μ − 1). Then e(μ − 1) = a, or e + a = μe, is row 0 of Aw = μw, and is `he`. Row 1 is ae + N = μ. Multiplied by μ − 1, the difference of its two sides is a² − (μ − 1)(μ − N) = 0, and cancelling the nonzero factor gives `h2`. Adding e times row 0 to row 1,

e² + 2ae + N = μ(1 + e²)

so f(e) = μ, which the code closes with `linear_combination h2 - e * he`. The unit eigenvector is (a, μ − 1)/√(a² + (μ − 1)²) up to sign.

For μ = 1 the bound is approached at large e. With t = 1/e and e > 0, dividing numerator and denominator by e² gives

f = (1 + 2at + Nt²)/(1 + t²)

a continuous function of t with value 1 at t = 0. In `fano_tendsto_one`, `hg` is the continuity, composition with `tendsto_inv_atTop_zero` sends e → +∞ to t → 0, and the last lines confirm agreement with f for e > 0 using et = 1. The limit e → −∞ is neither needed nor stated.

In both cases μ lies in the closure of the range, which is `hcl` in `fano_isGLB_isLUB`. If β is any lower bound, the range lies in the closed half-line [β, ∞), so its closure does too, and m ≥ β. This is the step `closure_minimal` with `isClosed_Ici`, and the mirror step with `isClosed_Iic` handles M. Together with `fano_bounds` this makes m the greatest lower and M the least upper bound.

## Eigenvalues and the filled zero

The secular determinant is

(1 − μ)(N − μ) − a² = μ² − (1 + N)μ + b² = μ² − (m + M)μ + mM = (μ − m)(μ − M)

In the main theorem `hA` writes out A − μ·1 entry by entry, and `linear_combination μ * hs - hp + hN` inserts the sum, the product and N − a² = b². A nonzero v with (A − μ·1)v = 0 exists exactly when the determinant vanishes, which is `Matrix.exists_mulVec_eq_zero_iff`; `hv` turns (A − μ·1)v into Av − μv, and the product vanishes exactly when μ = m or μ = M.

In the formula for M the terms N and D are nonnegative and are added to 1, so M > 0, which is `hM`. If m > 0 then b² = mM > 0, so b ≠ 0. If b ≠ 0 and m ≤ 0 then mM ≤ 0 while b² > 0, a contradiction, which the final `nlinarith` draws from (−m)M ≥ 0.

For real q = x one has N = x² and D = 1 + x², which are `hn` and `hg` in `fano_real`, so m = 0 and M = 1 + x². The numerator vanishes at e = −x, and for x ≠ 0

f(1/x) = (x + 1/x)²/(1 + 1/x²) = (x² + 1)²/(x² + 1) = 1 + x²

Both positions agree with e = a/(μ − 1), which gives x/(0 − 1) = −x and x/x² = 1/x.
